# Zero-energy Bloch states at every rational flux in the uniform nearest-neighbour honeycomb model

Electrons hop between the two sublattices of a honeycomb lattice in a perpendicular magnetic field. Does the spectrum still reach zero energy, as it does without the field? Take half a flux quantum per hexagon. The hopping from one sublattice to the other is then a 2 by 2 matrix,

$$D=\begin{pmatrix}1+y & x\\ x & 1-y\end{pmatrix},\qquad x=e^{ia},\quad y=e^{ib},$$

where $a$ and $b$ are the two Bloch phases. Its determinant is $1-y^2-x^2$. The diagonal gives $1-y^2$, and the closed loop through both sites gives $-x^2$. At $a=7\pi/6$, $b=5\pi/6$ the squares are $e^{i\pi/3}$ and $e^{-i\pi/3}$, which sum to 1, so $D$ is singular. The normalised state $(x,-(1+y))/\sqrt{3-\sqrt3}$ on one sublattice has zero energy.

At flux $p/q$ the matrix has size $q$, and its determinant still consists of a diagonal product and one loop.

```lean
import Mathlib

open Matrix

namespace HoneycombHofstadter

noncomputable section
```

## Shift, clock and Hamiltonian

Let $e_0,\dots,e_{q-1}$ be the basis states of a ring of $q$ sites. The shift acts as $Ue_j=e_{j+1}$, with $e_{q-1}\mapsto e_0$. In Lean the sites form the type `Fin q`, and `finRotate q` is the rotation by one step. The letters $U$ and $V$ denote translations here, not an interaction and a potential.

```lean
/-- The cyclic shift `U` on `q` sites, `U e_j = e_(j+1)` with the last site sent to the first. -/
def shift (q : ℕ) : Matrix (Fin q) (Fin q) ℂ :=
  Matrix.of fun i j => if i = finRotate q j then 1 else 0
```

The clock multiplies each site by a phase, $Ve_j=\omega^je_j$. For flux $p/q$ one has $\omega=e^{2\pi ip/q}$.

```lean
/-- The clock matrix `V e_j = ω^j e_j`. -/
def clock (q : ℕ) (ω : ℂ) : Matrix (Fin q) (Fin q) ℂ :=
  Matrix.diagonal fun j => ω ^ (j : ℕ)
```

The three bonds of a site give the three terms of $D=1+e^{ia}U+e^{ib}V$. All three have the same strength, which is the unit of energy.

```lean
/-- The hopping block `D = 1 + exp(ia) U + exp(ib) V` between the two sublattices. -/
def hopping (q : ℕ) (ω : ℂ) (a b : ℝ) : Matrix (Fin q) (Fin q) ℂ :=
  1 + Complex.exp (a * Complex.I) • shift q + Complex.exp (b * Complex.I) • clock q ω
```

With no energy difference between the sublattices and no hopping within them,

$$H=\begin{pmatrix}0&D\\D^\dagger&0\end{pmatrix}.$$

The index type `Fin q ⊕ Fin q` lists the first sublattice and then the second, and `ᴴ` is the adjoint. This $H$ is the starting point: its derivation from the infinite lattice, through Peierls phases and magnetic translations, is assumed.

```lean
/-- The honeycomb Bloch Hamiltonian: `D` and its adjoint couple the two sublattices, and
there is no term within a sublattice. -/
def hamiltonian (q : ℕ) (ω : ℂ) (a b : ℝ) : Matrix (Fin q ⊕ Fin q) (Fin q ⊕ Fin q) ℂ :=
  Matrix.fromBlocks 0 (hopping q ω a b) (hopping q ω a b)ᴴ 0
```

The magnetic field enters through the commutation rule. On $e_j$, both $VU$ and $\omega UV$ give $\omega^{j+1}e_{j+1}$. At the last site this requires $\omega^q=1$, which is the case that `coe_finRotate` separates off.

```lean
/-- If `ω^q = 1`, the clock and the shift commute up to the flux phase: `V U = ω U V`. -/
theorem clock_mul_shift {q : ℕ} {ω : ℂ} (hω : ω ^ q = 1) :
    clock q ω * shift q = ω • (shift q * clock q ω) := by
  rcases q with _ | n
  · ext i
    exact i.elim0
  · have key : ∀ j : Fin (n + 1), ω ^ (finRotate (n + 1) j : ℕ) = ω * ω ^ (j : ℕ) := by
      intro j
      rw [coe_finRotate]
      split_ifs with hj
      · rw [hj, Fin.val_last, pow_zero, ← pow_succ', hω]
      · rw [pow_succ']
    ext i j
    rw [Matrix.smul_apply, clock, Matrix.diagonal_mul, Matrix.mul_diagonal, smul_eq_mul]
    simp only [shift, Matrix.of_apply]
    by_cases h : i = finRotate (n + 1) j
    · rw [if_pos h, h, key]
      ring
    · rw [if_neg h]
      ring
```

## Two surviving permutations

The determinant is a sum over permutations $\sigma$ of the ring. A diagonal matrix plus $xU$ has nonzero entries only from $j$ to $j$ and from $j$ to $j+1$, so only permutations that move each site by zero or one step can contribute. For $q\ge2$ these two options are distinct.

```lean
/-- On a ring of at least two sites, the rotation by one step leaves no site in place. -/
theorem rotate_ne (n : ℕ) (i : Fin (n + 1 + 1)) : finRotate (n + 1 + 1) i ≠ i := by
  have h : (finRotate (n + 1 + 1)).support = Finset.univ := support_finRotate
  exact Equiv.Perm.mem_support.mp (by rw [h]; exact Finset.mem_univ i)
```

Suppose that such a $\sigma$ moves some site $j$ to $j+1$. Then $j+1$ cannot stay in place, since two sites would share an image, so it moves to $j+2$. Continuing round the ring, every site moves. Hence $\sigma$ is the identity or the full rotation. The induction `step` follows the sites in this order, and `isCycle_finRotate` guarantees that every site is reached.

```lean
/-- On a ring of at least two sites, a permutation that moves every site by zero or one step
is the identity or the full rotation. -/
theorem eq_one_or_rotate {n : ℕ} (σ : Equiv.Perm (Fin (n + 1 + 1)))
    (h : ∀ i, σ i = i ∨ σ i = finRotate (n + 1 + 1) i) :
    σ = 1 ∨ σ = finRotate (n + 1 + 1) := by
  by_cases h1 : ∀ i, σ i = i
  · exact Or.inl (Equiv.ext h1)
  · right
    obtain ⟨j, hj⟩ := not_forall.mp h1
    -- once one site moves, its successor has to move as well
    have step : ∀ k : ℕ, σ ((finRotate (n + 1 + 1) ^ k) j)
        = finRotate (n + 1 + 1) ((finRotate (n + 1 + 1) ^ k) j) := by
      intro k
      induction k with
      | zero =>
        rw [pow_zero, Equiv.Perm.one_apply]
        exact (h j).resolve_left hj
      | succ k ih =>
        rw [pow_succ', Equiv.Perm.mul_apply]
        exact (h _).resolve_left fun hs => rotate_ne n _ (σ.injective (hs.trans ih.symm))
    have hcyc : (finRotate (n + 1 + 1)).IsCycle := isCycle_finRotate
    refine Equiv.ext fun i => ?_
    obtain ⟨k, hk⟩ := hcyc.exists_pow_eq (rotate_ne n j) (rotate_ne n i)
    rw [← hk]
    exact step k
```

The identity contributes $\prod_jd_j$, where $d_j$ are the diagonal entries. The rotation has sign $(-1)^{q-1}$ and contributes $(-1)^{q-1}x^q$. Therefore

$$\det(\mathrm{diag}(d)+xU)=\prod_jd_j-(-1)^qx^q.$$

For $q=1$ the shift is the number 1 and both sides equal $d_0+x$; Lean treats this case separately.

The device that reduces $q!$ terms to two is `Fintype.sum_eq_add`. It says that a finite sum equals $f(s)+f(t)$ if $s\neq t$ and $f$ vanishes everywhere else. Applied to the expansion `Matrix.det_apply'`, it leaves three tasks: the two permutations differ, their terms have the stated values, and every other permutation meets a zero entry. The last task uses the preceding lemma, and no permutation has to be listed.

```lean
/-- For `q ≥ 1`, a diagonal matrix plus `x U` has only two terms in its determinant: the
product of the diagonal and the closed loop around the ring. -/
theorem det_diagonal_add_shift {q : ℕ} (hq : 0 < q) (d : Fin q → ℂ) (x : ℂ) :
    (Matrix.diagonal d + x • shift q).det = ∏ j, d j - (-1) ^ q * x ^ q := by
  rcases q with _ | _ | n
  · exact absurd hq (lt_irrefl 0)
  · simp [shift, Matrix.det_unique]
  · have e : ∀ i j, (Matrix.diagonal d + x • shift (n + 1 + 1)) i j
        = (if i = j then d i else 0) + x * (if i = finRotate (n + 1 + 1) j then 1 else 0) := by
      intro i j
      simp only [Matrix.add_apply, Matrix.smul_apply, Matrix.diagonal_apply, shift,
        Matrix.of_apply, smul_eq_mul]
    have e1 : ∀ i, (Matrix.diagonal d + x • shift (n + 1 + 1))
        ((1 : Equiv.Perm (Fin (n + 1 + 1))) i) i = d i := by
      intro i
      rw [e, Equiv.Perm.one_apply, if_pos rfl, if_neg (rotate_ne n i).symm, mul_zero, add_zero]
    have e2 : ∀ i, (Matrix.diagonal d + x • shift (n + 1 + 1))
        (finRotate (n + 1 + 1) i) i = x := by
      intro i
      rw [e, if_neg (rotate_ne n i), if_pos rfl, mul_one, zero_add]
    have hne : (1 : Equiv.Perm (Fin (n + 1 + 1))) ≠ finRotate (n + 1 + 1) := fun h =>
      rotate_ne n 0 (by rw [← h, Equiv.Perm.one_apply])
    rw [Matrix.det_apply', Fintype.sum_eq_add 1 (finRotate (n + 1 + 1)) hne]
    · rw [Finset.prod_congr rfl (fun i _ => e1 i), Finset.prod_congr rfl (fun i _ => e2 i),
        Finset.prod_const, Finset.card_univ, Fintype.card_fin, Equiv.Perm.sign_one,
        sign_finRotate]
      push_cast
      ring
    · -- every other permutation meets a vanishing matrix element
      rintro σ ⟨h1, h2⟩
      have hex : ∃ i, ¬(σ i = i ∨ σ i = finRotate (n + 1 + 1) i) := by
        by_contra hcon
        exact (eq_one_or_rotate σ (not_exists_not.mp hcon)).elim h1 h2
      obtain ⟨i, hi⟩ := hex
      rw [not_or] at hi
      rw [Finset.prod_eq_zero (Finset.mem_univ i), mul_zero]
      rw [e, if_neg hi.1, if_neg hi.2, mul_zero, add_zero]
```

## The determinant

The diagonal entries of $1+yV$ are $1+y\omega^j$. If $\omega$ is a primitive $q$-th root of unity, its powers run once through all $q$-th roots, so $\prod_j(X-\omega^jY)=X^q-Y^q$. Setting $X=1$ and $Y=-y$ gives

$$\prod_{j=0}^{q-1}(1+y\omega^j)=1-(-1)^qy^q.$$

Mathlib states the factorisation over the set of roots, and `Finset.prod_bij` relabels the roots by $j$.

```lean
/-- For `ω` a primitive `q`-th root of unity, `q ≥ 1`, the product of `1 + y ω^j` over the
ring is `1 - (-1)^q y^q`. -/
theorem prod_one_add_clock {q : ℕ} (hq : 0 < q) {ω : ℂ} (hω : IsPrimitiveRoot ω q) (y : ℂ) :
    ∏ j : Fin q, (1 + y * ω ^ (j : ℕ)) = 1 - (-1) ^ q * y ^ q := by
  have : NeZero q := ⟨hq.ne'⟩
  have h : (1 : ℂ) ^ q - (-y) ^ q
      = ∏ z ∈ Polynomial.nthRootsFinset q (1 : ℂ), (1 - z * (-y)) := by
    apply IsPrimitiveRoot.pow_sub_pow_eq_prod_sub_mul <;> assumption
  rw [← mul_pow, neg_one_mul, ← one_pow (M := ℂ) q, h]
  -- the powers of ω run once through all q-th roots of unity
  refine Finset.prod_bij (fun j _ => ω ^ (j : ℕ)) ?_ ?_ ?_ ?_
  · intro j _
    rw [Polynomial.mem_nthRootsFinset hq, ← pow_mul, mul_comm, pow_mul, hω.pow_eq_one, one_pow]
  · intro i _ j _ hij
    exact Fin.ext (hω.pow_inj i.2 j.2 hij)
  · intro z hz
    rw [Polynomial.mem_nthRootsFinset hq] at hz
    obtain ⟨i, hi, hiz⟩ := hω.eq_pow_of_pow_eq_one hz
    exact ⟨⟨i, hi⟩, Finset.mem_univ _, hiz⟩
  · intro j _
    rw [one_pow]
    ring
```

Inserting this product into the two-term formula gives, for all complex $x$ and $y$,

$$\det(1+xU+yV)=1-(-1)^q(x^q+y^q).$$

The condition $\omega^q=1$ alone is not enough. For $q=2$ and $\omega=1$ the clock is the identity, and at $x=0$, $y=1$ the determinant is 4, whereas the formula gives 0.

```lean
/-- For `ω` a primitive `q`-th root of unity, `q ≥ 1`, and any complex amplitudes `x`, `y`:
`det(1 + x U + y V) = 1 - (-1)^q (x^q + y^q)`. -/
theorem det_one_add_shift_add_clock {q : ℕ} (hq : 0 < q) {ω : ℂ} (hω : IsPrimitiveRoot ω q)
    (x y : ℂ) :
    (1 + x • shift q + y • clock q ω).det = 1 - (-1) ^ q * (x ^ q + y ^ q) := by
  have h : Matrix.diagonal (fun j : Fin q => 1 + y * ω ^ (j : ℕ)) = 1 + y • clock q ω := by
    ext i j
    by_cases hij : i = j
    · subst hij
      simp [clock]
    · simp [clock, hij]
  rw [add_right_comm, ← h, det_diagonal_add_shift hq, prod_one_add_clock hq hω]
  ring
```

## Momenta with zero energy

Write $s=(-1)^q$. For $x=e^{ia}$ and $y=e^{ib}$ the determinant vanishes exactly when

$$\cos qa+\cos qb=s,\qquad \sin qa+\sin qb=0.$$

The second equation makes the squared sines equal, hence also the squared cosines: $(\cos qa-\cos qb)(\cos qa+\cos qb)=0$. The second factor is $s\neq0$, so the cosines agree and each equals $s/2$. The converse follows by substitution. In Lean, `generalize` turns sines and cosines into real variables that satisfy $\sin^2+\cos^2=1$, and `linear_combination` does the algebra.

```lean
/-- For `ω` a primitive `q`-th root of unity, `q ≥ 1`, the hopping block is singular exactly
when `cos(qa) = cos(qb) = (-1)^q / 2` and `sin(qa) = -sin(qb)`. -/
theorem det_hopping_eq_zero_iff {q : ℕ} (hq : 0 < q) {ω : ℂ} (hω : IsPrimitiveRoot ω q)
    (a b : ℝ) : (hopping q ω a b).det = 0 ↔
      Real.cos (q * a) = (-1) ^ q / 2 ∧ Real.cos (q * b) = (-1) ^ q / 2 ∧
        Real.sin (q * a) = -Real.sin (q * b) := by
  have phase_pow : ∀ t : ℝ, Complex.exp (t * Complex.I) ^ q
      = (Real.cos (q * t) : ℂ) + (Real.sin (q * t) : ℂ) * Complex.I := by
    intro t
    have h : (q : ℂ) * (t * Complex.I) = ((q * t : ℝ) : ℂ) * Complex.I := by
      push_cast
      ring
    rw [← Complex.exp_nat_mul, h, Complex.exp_mul_I, Complex.ofReal_cos, Complex.ofReal_sin]
  rw [hopping, det_one_add_shift_add_clock hq hω, phase_pow, phase_pow]
  have hs : ((-1 : ℂ) ^ q) = (((-1 : ℝ) ^ q : ℝ) : ℂ) := by push_cast; rfl
  have hs2 : (-1 : ℝ) ^ q * (-1) ^ q = 1 := by rw [← mul_pow]; norm_num
  rw [hs]
  generalize (-1 : ℝ) ^ q = s at hs2 ⊢
  have pa := Real.sin_sq_add_cos_sq (q * a)
  have pb := Real.sin_sq_add_cos_sq (q * b)
  generalize Real.cos (q * a) = ca at pa ⊢
  generalize Real.cos (q * b) = cb at pb ⊢
  generalize Real.sin (q * a) = sa at pa ⊢
  generalize Real.sin (q * b) = sb at pb ⊢
  -- separate the real and the imaginary part
  have hsplit : (1 : ℂ) - s * ((ca + sa * Complex.I) + (cb + sb * Complex.I))
      = ⟨1 - s * (ca + cb), -(s * (sa + sb))⟩ := by
    apply Complex.ext <;> simp
  rw [hsplit, Complex.ext_iff]
  change (1 - s * (ca + cb) = 0 ∧ -(s * (sa + sb)) = 0) ↔ _
  constructor
  · rintro ⟨h1, h2⟩
    have hC : ca + cb = s := by linear_combination (-s) * h1 - (ca + cb) * hs2
    have hS : sa + sb = 0 := by linear_combination (-s) * h2 - (sa + sb) * hs2
    -- unit modulus, opposite imaginary parts and real parts with sum s ≠ 0: the real parts agree
    have hd : s * (ca - cb) = 0 := by
      linear_combination pa - pb - (sa - sb) * hS - (ca - cb) * hC
    have he : ca - cb = 0 := by linear_combination s * hd - (ca - cb) * hs2
    exact ⟨by linarith, by linarith, by linarith⟩
  · rintro ⟨h1, h2, h3⟩
    exact ⟨by linear_combination (-s) * h1 - s * h2 - hs2, by linear_combination (-s) * h3⟩
```

To pass from $D$ to $H$, square the Hamiltonian:

$$H^2=\begin{pmatrix}DD^\dagger&0\\0&D^\dagger D\end{pmatrix},\qquad(\det H)^2=|\det D|^4.$$

So $H$ is singular exactly when $D$ is.

```lean
/-- A Hamiltonian that only couples two sublattices of equal size, through `D` and its
adjoint, is singular exactly when `D` is. -/
theorem det_bipartite_eq_zero_iff {q : ℕ} (D : Matrix (Fin q) (Fin q) ℂ) :
    (Matrix.fromBlocks 0 D Dᴴ 0).det = 0 ↔ D.det = 0 := by
  -- the square of the Hamiltonian is block diagonal
  have h : (Matrix.fromBlocks 0 D Dᴴ 0).det * (Matrix.fromBlocks 0 D Dᴴ 0).det
      = (D.det * star D.det) * (star D.det * D.det) := by
    rw [← Matrix.det_mul, Matrix.fromBlocks_multiply]
    simp only [Matrix.zero_mul, Matrix.mul_zero, zero_add, add_zero,
      Matrix.det_fromBlocks_zero₂₁, Matrix.det_mul, Matrix.det_conjTranspose]
  constructor
  · intro h0
    rw [h0, zero_mul] at h
    simpa using h.symm
  · intro h0
    exact mul_self_eq_zero.mp (by rw [h, h0, zero_mul, zero_mul])
```

A square matrix has a nonzero null vector exactly when its determinant vanishes. Hence $H\psi=0$ has a solution $\psi\neq0$ exactly when

$$\cos qa=\cos qb=\tfrac{(-1)^q}{2},\qquad\sin qa=-\sin qb.$$

The hypotheses are $q\ge1$ and `IsPrimitiveRoot ω q`. The second says that the flux has denominator exactly $q$ in lowest terms. At $q=1$ the criterion gives the two corner points of the field-free honeycomb band.

```lean
/-- For `ω` a primitive `q`-th root of unity, `q ≥ 1`, the honeycomb Bloch Hamiltonian has a
zero-energy state at `(a, b)` exactly when `cos(qa) = cos(qb) = (-1)^q / 2` and
`sin(qa) = -sin(qb)`. -/
theorem zero_mode_iff {q : ℕ} (hq : 0 < q) {ω : ℂ} (hω : IsPrimitiveRoot ω q) (a b : ℝ) :
    (∃ ψ, ψ ≠ 0 ∧ hamiltonian q ω a b *ᵥ ψ = 0) ↔
      Real.cos (q * a) = (-1) ^ q / 2 ∧ Real.cos (q * b) = (-1) ^ q / 2 ∧
        Real.sin (q * a) = -Real.sin (q * b) := by
  rw [Matrix.exists_mulVec_eq_zero_iff, hamiltonian, det_bipartite_eq_zero_iff,
    det_hopping_eq_zero_iff hq hω]
```

## A state on each sublattice

Let $p$ be a natural number coprime to $q$, so that $e^{2\pi ip/q}$ is a primitive root. Choose

$$a=\pi+\frac{\pi}{3q},\qquad b=\pi-\frac{\pi}{3q}.$$

Then $qa=q\pi+\pi/3$ and $qb=q\pi-\pi/3$. Both cosines equal $(-1)^q/2$ and the sines are opposite, so $\det D=0$, and $\det D^\dagger=0$ as well. Take nonzero $u$ and $v$ with $D^\dagger u=0$ and $Dv=0$. Then

$$H\begin{pmatrix}u\\0\end{pmatrix}=\begin{pmatrix}0\\D^\dagger u\end{pmatrix}=0,\qquad H\begin{pmatrix}0\\v\end{pmatrix}=\begin{pmatrix}Dv\\0\end{pmatrix}=0.$$

In the theorem these vectors are `Sum.elim u 0` and `Sum.elim 0 v`. They are nonzero but not normalised; dividing by the norm gives physical states. The theorem makes no statement about the dispersion near this momentum or about further zero modes there.

For non-interacting electrons on the honeycomb lattice with uniform nearest-neighbour hopping, no other hopping and equal site energies (set to zero), this gives, for each rational flux, a momentum at which the computed bands must reach zero. A momentum mesh that misses such points can show a spurious gap.

```lean
/-- At every flux `p/q` in lowest terms, `q ≥ 1`, the momentum `a = π + π/(3q)`,
`b = π - π/(3q)` carries a zero-energy state on each of the two sublattices. -/
theorem zero_modes_at_rational_flux {p q : ℕ} (hq : 0 < q) (hpq : p.Coprime q) :
    ∃ u v : Fin q → ℂ, u ≠ 0 ∧ v ≠ 0 ∧
      hamiltonian q (Complex.exp (2 * Real.pi * Complex.I * (p / q)))
        (Real.pi + Real.pi / (3 * q)) (Real.pi - Real.pi / (3 * q)) *ᵥ Sum.elim u 0 = 0 ∧
      hamiltonian q (Complex.exp (2 * Real.pi * Complex.I * (p / q)))
        (Real.pi + Real.pi / (3 * q)) (Real.pi - Real.pi / (3 * q)) *ᵥ Sum.elim 0 v = 0 := by
  have hω := Complex.isPrimitiveRoot_exp_of_coprime p q hq.ne' hpq
  have hq' : (q : ℝ) ≠ 0 := Nat.cast_ne_zero.mpr hq.ne'
  have ht : (q : ℝ) * (Real.pi / (3 * q)) = Real.pi / 3 := by field_simp
  have ha : (q : ℝ) * (Real.pi + Real.pi / (3 * q)) = Real.pi / 3 + q * Real.pi := by
    linear_combination ht
  have hb : (q : ℝ) * (Real.pi - Real.pi / (3 * q)) = -(Real.pi / 3) + q * Real.pi := by
    linear_combination -ht
  have hD := (det_hopping_eq_zero_iff hq hω (Real.pi + Real.pi / (3 * q))
    (Real.pi - Real.pi / (3 * q))).mpr (by
      rw [ha, hb, Real.cos_add_nat_mul_pi, Real.cos_add_nat_mul_pi, Real.sin_add_nat_mul_pi,
        Real.sin_add_nat_mul_pi, Real.cos_neg, Real.sin_neg, Real.cos_pi_div_three]
      exact ⟨by ring, by ring, by ring⟩)
  -- the kernels of D and of its adjoint supply the two states
  obtain ⟨v, hv0, hv⟩ := Matrix.exists_mulVec_eq_zero_iff.mpr hD
  obtain ⟨u, hu0, hu⟩ := Matrix.exists_mulVec_eq_zero_iff.mpr
    ((Matrix.det_conjTranspose _).trans (by rw [hD, star_zero]))
  refine ⟨u, v, hu0, hv0, ?_, ?_⟩
  · rw [hamiltonian, Matrix.fromBlocks_mulVec, Sum.elim_comp_inl, Sum.elim_comp_inr, hu]
    ext (i | i) <;> simp
  · rw [hamiltonian, Matrix.fromBlocks_mulVec, Sum.elim_comp_inl, Sum.elim_comp_inr, hv]
    ext (i | i) <;> simp

end

end HoneycombHofstadter
```

```lean
#print axioms HoneycombHofstadter.clock_mul_shift
-- 'HoneycombHofstadter.clock_mul_shift' depends on axioms: [propext, Classical.choice, Quot.sound]
#print axioms HoneycombHofstadter.zero_mode_iff
-- 'HoneycombHofstadter.zero_mode_iff' depends on axioms: [propext, Classical.choice, Quot.sound]
#print axioms HoneycombHofstadter.zero_modes_at_rational_flux
-- 'HoneycombHofstadter.zero_modes_at_rational_flux' depends on axioms: [propext, Classical.choice, Quot.sound]
```
